# Irrep multiplicities (1, 1) and (2, 0) span every integer vector over the rationals, but only even-sum vectors over the integers

The declaration `parityModel_indicator` concerns two model generators, standing for elementary band representations, with multiplicities (1, 1) and (2, 0) of two irreps. It states that every integer vector lies in their rational span, while the integer combinations are exactly the vectors whose two entries have an even sum; negative entries and coefficients are allowed, and no Hamiltonian or particular space group enters. The proof shows by induction that integer combinations have even sum, and conversely writes a vector x with x₀ + x₁ = 2r as x₁(1, 1) + (r − x₁)(2, 0). The claim about the rational span then follows because twice any integer vector has an even sum.

This version doesn't compile in Lean 4 with Mathlib:

```lean
import Mathlib

namespace ParityModelIndicator

variable {ι κ : Type*}

/-- The vector of integer irrep multiplicities, read as a vector with rational entries. -/
def toRat : (κ → ℤ) →+ (κ → ℚ) where
  toFun x j := (x j : ℚ)
  map_zero' := by ext j; simp
  map_add' x y := by ext j; simp

/-- The lattice `L` of all integer combinations of the elementary band representations `a i`. -/
def ebrLattice (a : ι → κ → ℤ) : AddSubgroup (κ → ℤ) :=
  AddSubgroup.closure (Set.range a)

/-- The lattice `M` of integer vectors in the rational span of the elementary band
representations. -/
def bandLattice (a : ι → κ → ℤ) : AddSubgroup (κ → ℤ) :=
  (Submodule.span ℚ (Set.range fun i => toRat (a i))).toAddSubgroup.comap toRat

/-- Every integer combination of elementary band representations lies in `M`. -/
theorem ebrLattice_le_bandLattice (a : ι → κ → ℤ) : ebrLattice a ≤ bandLattice a := by
  refine (AddSubgroup.closure_le _).2 ?_
  rintro _ ⟨i, rfl⟩
  exact Submodule.subset_span ⟨i, rfl⟩

/-- Clearing denominators: a rational combination of elementary band representations becomes
an integer combination after multiplication by some positive integer. -/
theorem clear_denominators (a : ι → κ → ℤ) {y : κ → ℚ}
    (hy : y ∈ Submodule.span ℚ (Set.range fun i => toRat (a i))) :
    ∃ k : ℕ, 0 < k ∧ ∃ z ∈ ebrLattice a, ∀ j, (k : ℚ) * y j = (z j : ℚ) := by
  induction hy using Submodule.span_induction with
  | mem y h =>
    obtain ⟨i, rfl⟩ := h
    exact ⟨1, one_pos, a i, AddSubgroup.subset_closure ⟨i, rfl⟩, fun j => by simp [toRat]⟩
  | zero => exact ⟨1, one_pos, 0, zero_mem _, fun j => by simp⟩
  | add y w _ _ hy hw =>
    -- the product of the two denominators serves for the sum
    obtain ⟨k, hk, z, hz, e⟩ := hy
    obtain ⟨l, hl, u, hu, f⟩ := hw
    refine ⟨k * l, Nat.mul_pos hk hl, l • z + k • u,
      add_mem (nsmul_mem hz l) (nsmul_mem hu k), fun j => ?_⟩
    have h : (l • z + k • u) j = (l : ℤ) * z j + (k : ℤ) * u j := by simp
    rw [h, Pi.add_apply]
    push_cast
    linear_combination (l : ℚ) * e j + (k : ℚ) * f j
  | smul q y _ hy =>
    -- a rational coefficient contributes its own denominator
    obtain ⟨k, hk, z, hz, e⟩ := hy
    refine ⟨q.den * k, Nat.mul_pos q.den_pos hk, q.num • z, zsmul_mem hz _, fun j => ?_⟩
    have h : (q.num • z) j = q.num * z j := by simp
    have hq : q * (q.den : ℚ) = (q.num : ℚ) := Rat.mul_den_eq_num q
    rw [h, Pi.smul_apply, smul_eq_mul]
    push_cast
    linear_combination ((k : ℚ) * y j) * hq + (q.num : ℚ) * e j

/-- An integer vector lies in `M` exactly when some positive number of copies of it is an
integer combination of elementary band representations. -/
theorem mem_bandLattice_iff (a : ι → κ → ℤ) (x : κ → ℤ) :
    x ∈ bandLattice a ↔ ∃ k : ℕ, 0 < k ∧ k • x ∈ ebrLattice a := by
  constructor
  · intro hx
    obtain ⟨k, hk, z, hz, e⟩ := clear_denominators a (y := toRat x) hx
    have hkz : k • x = z := by
      ext j
      have h : (k : ℚ) * (x j : ℚ) = (z j : ℚ) := e j
      have h' : (k : ℤ) * x j = z j := by exact_mod_cast h
      simpa using h'
    exact ⟨k, hk, hkz ▸ hz⟩
  · rintro ⟨k, hk, h⟩
    have hM : toRat (k • x) ∈ Submodule.span ℚ (Set.range fun i => toRat (a i)) :=
      ebrLattice_le_bandLattice a h
    have hk' : (k : ℚ) ≠ 0 := by exact_mod_cast hk.ne'
    -- divide by `k` inside the rational span
    have e : toRat x = (k : ℚ)⁻¹ • toRat (k • x) := by
      rw [map_nsmul, ← Nat.cast_smul_eq_nsmul ℚ, smul_smul, inv_mul_cancel₀ hk', one_smul]
    change toRat x ∈ Submodule.span ℚ (Set.range fun i => toRat (a i))
    rw [e]
    exact Submodule.smul_mem _ _ hM

/-- Two model generators with irrep multiplicities `(1, 1)` and `(2, 0)`. -/
def parityModel : Fin 2 → Fin 2 → ℤ := ![![1, 1], ![2, 0]]

/-- For the generators `(1, 1)` and `(2, 0)`, every integer vector lies in `M`, but only those
with an even sum of multiplicities lie in `L`. -/
theorem parityModel_indicator :
    (∀ x, x ∈ bandLattice parityModel) ∧
      ∀ x, x ∈ ebrLattice parityModel ↔ Even (x 0 + x 1) := by
  have hL : ∀ x, x ∈ ebrLattice parityModel ↔ Even (x 0 + x 1) := by
    intro x
    constructor
    · intro h
      unfold ebrLattice at h
      induction h using AddSubgroup.closure_induction with
      | mem x h =>
        obtain ⟨i, rfl⟩ := h
        fin_cases i <;> exact ⟨1, rfl⟩
      | zero => exact ⟨0, rfl⟩
      | add x y _ _ hx hy =>
        obtain ⟨r, hr⟩ := hx
        obtain ⟨s, hs⟩ := hy
        exact ⟨r + s, by simp only [Pi.add_apply]; omega⟩
      | neg x _ hx =>
        obtain ⟨r, hr⟩ := hx
        exact ⟨-r, by simp only [Pi.neg_apply]; omega⟩
    · rintro ⟨r, hr⟩
      -- the explicit decomposition into the two generators
      have e : x = x 1 • parityModel 0 + (r - x 1) • parityModel 1 := by
        ext j
        fin_cases j <;> simp [parityModel] <;> omega
      rw [e]
      exact add_mem (zsmul_mem (AddSubgroup.subset_closure ⟨0, rfl⟩) _)
        (zsmul_mem (AddSubgroup.subset_closure ⟨1, rfl⟩) _)
  refine ⟨fun x => (mem_bandLattice_iff _ x).2 ⟨2, two_pos, (hL _).2 ⟨x 0 + x 1, ?_⟩⟩, hL⟩
  rw [two_nsmul]
  simp only [Pi.add_apply]
  ring

end ParityModelIndicator
```

Messages:

```
Main.lean:113:59: error: Invalid `⟨...⟩` notation: The expected type of this term could not be determined
Main.lean:114:47: error: Invalid `⟨...⟩` notation: The expected type of this term could not be determined
```

Both errors arise where the proof uses the fact that each generator lies in the lattice it helps to generate. The terms `⟨0, rfl⟩` and `⟨1, rfl⟩` are meant to show that the generators belong to `Set.range parityModel`, but Lean can read such brackets only when it knows what type they should have. `AddSubgroup.subset_closure` leaves the generating set implicit, and here, inside `zsmul_mem` and `add_mem`, Lean had not determined that set when it needed to read the brackets.

The repair first proves `hg`, which states outright that every `parityModel i` lies in `ebrLattice parityModel`. Its proof replaces the brackets with `Set.mem_range_self i`, a lemma that carries its own statement. The last step then uses `hg 0` and `hg 1`, whose types are already known.

Moving `omega` to its own line is mere tidying: `simp` leaves only one goal for it to close.

The change, after which it compiles:

```diff
@@ -109,8 +109,10 @@
       have e : x = x 1 • parityModel 0 + (r - x 1) • parityModel 1 := by
         ext j
-        fin_cases j <;> simp [parityModel] <;> omega
+        fin_cases j <;> simp [parityModel]
+        omega
+      have hg : ∀ i, parityModel i ∈ ebrLattice parityModel := fun i =>
+        AddSubgroup.subset_closure (Set.mem_range_self i)
       rw [e]
-      exact add_mem (zsmul_mem (AddSubgroup.subset_closure ⟨0, rfl⟩) _)
-        (zsmul_mem (AddSubgroup.subset_closure ⟨1, rfl⟩) _)
+      exact add_mem (zsmul_mem (hg 0) _) (zsmul_mem (hg 1) _)
   refine ⟨fun x => (mem_bandLattice_iff _ x).2 ⟨2, two_pos, (hL _).2 ⟨x 0 + x 1, ?_⟩⟩, hL⟩
   rw [two_nsmul]
```
